# The thermal weight of a symmetric energy window of positive half-width is positive

The thermal kernel `1 / (4 cosh² (x/2))` is minus the derivative of the Fermi function `1 / (exp x + 1)` with respect to the reduced energy `x`, which is measured from the chemical potential in units of the thermal energy. The lemma `weight_pos` states that the integral of this kernel from `-X` to `X` is strictly positive for every real `X > 0`. The kernel stands alone in the integral, with no density of states or transmission function beside it. The proof rewrites the integral as `(1 - exp (-X)) / (1 + exp (-X))` by `windowWeight_eq`, then shows that numerator and denominator are both positive.

This version doesn't compile in Lean 4 with Mathlib:

```lean
import Mathlib

open MeasureTheory Set Filter
open scoped Real Topology

namespace WeightPos

noncomputable section

/-- The thermal kernel `1 / (4 cosh² (x/2))` at reduced energy `x`. -/
def thermalKernel (x : ℝ) : ℝ := 1 / (4 * Real.cosh (x / 2) ^ 2)

/-- The thermal weight inside the energy window `[-X, X]`. -/
def windowWeight (X : ℝ) : ℝ := ∫ x in -X..X, thermalKernel x

/-- The thermal kernel written with the Boltzmann factor `exp (-x)`. -/
theorem thermalKernel_eq (x : ℝ) :
    thermalKernel x = Real.exp (-x) / (1 + Real.exp (-x)) ^ 2 := by
  have huv : Real.exp (x / 2) * Real.exp (-(x / 2)) = 1 := by
    rw [← Real.exp_add, add_neg_cancel, Real.exp_zero]
  have hv : Real.exp (-x) = Real.exp (-(x / 2)) ^ 2 := by
    rw [pow_two, ← Real.exp_add]
    congr 1
    ring
  have hc : 4 * Real.cosh (x / 2) ^ 2 ≠ 0 :=
    (mul_pos four_pos (pow_pos (Real.cosh_pos _) 2)).ne'
  unfold thermalKernel
  rw [hv, div_eq_div_iff hc (by positivity), Real.cosh_eq]
  linear_combination (-(1 + Real.exp (x / 2) * Real.exp (-(x / 2))
    + 2 * Real.exp (-(x / 2)) ^ 2)) * huv

private theorem kernel_even (x : ℝ) : thermalKernel (-x) = thermalKernel x := by
  simp [thermalKernel, neg_div]

private theorem kernel_cont : Continuous thermalKernel :=
  continuous_const.div
    (continuous_const.mul ((Real.continuous_cosh.comp (continuous_id.div_const 2)).pow 2))
    (fun x => (mul_pos four_pos (pow_pos (Real.cosh_pos (x / 2)) 2)).ne')

/-- For a continuous even function `f`, the integral from `-X` to `X` is twice the integral from `0`
to `X`. -/
theorem symmetric_window {f : ℝ → ℝ} (hf : Continuous f) (he : ∀ x, f (-x) = f x) (X : ℝ) :
    ∫ x in -X..X, f x = 2 * ∫ x in (0 : ℝ)..X, f x := by
  have h1 := intervalIntegral.integral_add_adjacent_intervals (μ := volume)
    (hf.intervalIntegrable (-X) 0) (hf.intervalIntegrable 0 X)
  have h2 := intervalIntegral.integral_comp_neg (f := f) (a := 0) (b := X)
  simp only [he, neg_zero] at h2
  linarith

/-- The thermal weight of the window is `(1 - exp (-X)) / (1 + exp (-X))`. -/
theorem windowWeight_eq (X : ℝ) :
    windowWeight X = (1 - Real.exp (-X)) / (1 + Real.exp (-X)) := by
  have hd : ∀ x ∈ uIcc 0 X,
      HasDerivAt (fun y : ℝ => 1 / (1 + Real.exp (-y))) (thermalKernel x) x := by
    intro x _
    have h1 : HasDerivAt (fun y : ℝ => 1 + Real.exp (-y)) (-Real.exp (-x)) x :=
      ((hasDerivAt_neg' x).exp.const_add 1).congr_deriv (by ring)
    exact ((hasDerivAt_const x (1 : ℝ)).fun_div h1 (by positivity)).congr_deriv
      (by rw [thermalKernel_eq]; ring)
  have hne : 1 + Real.exp (-X) ≠ 0 := by positivity
  unfold windowWeight
  rw [symmetric_window kernel_cont kernel_even,
    intervalIntegral.integral_eq_sub_of_hasDerivAt hd (kernel_cont.intervalIntegrable _ _)]
  simp only [neg_zero, Real.exp_zero]
  field_simp
  ring

private theorem weight_pos {X : ℝ} (hX : 0 < X) : 0 < windowWeight X := by
  rw [windowWeight_eq]
  have : Real.exp (-X) < 1 := Real.exp_lt_one (by linarith)
  exact div_pos (by linarith) (by positivity)

end

end WeightPos
```

Messages:

```
Main.lean:70:30: error(lean.unknownIdentifier): Unknown constant `Real.exp_lt_one`
```

Diagnosis. The message says that Lean knows no constant called `Real.exp_lt_one`. The proof calls it to show `Real.exp (-X) < 1`, which makes the numerator `1 - Real.exp (-X)` positive. That inequality is true for `X > 0`; only the name cited for it is at fault.

The repair uses `Real.exp_lt_one_iff`, which says that the exponential of a real number is less than one if and only if the number is negative. Since this is an equivalence and an inequality is wanted, `.2` picks the direction from the negative exponent to the bound on the exponential. What is left to prove is `-X < 0`, and `linarith` gets it from `hX`. The rest of the proof is unchanged.

The repair, with which the file compiles:

```diff
@@ -68,5 +68,5 @@
 private theorem weight_pos {X : ℝ} (hX : 0 < X) : 0 < windowWeight X := by
   rw [windowWeight_eq]
-  have : Real.exp (-X) < 1 := Real.exp_lt_one (by linarith)
+  have : Real.exp (-X) < 1 := Real.exp_lt_one_iff.2 (by linarith)
   exact div_pos (by linarith) (by positivity)
 
```
